# Displaced harmonic-oscillator states with the same nonzero shift are orthonormal

Take a harmonic vibrational mode whose equilibrium position shifts when an electron is excited, while its frequency stays the same. In the ground state of the shifted oscillator, the number $n$ of quanta of the unshifted mode follows a Poisson distribution $P(n)=e^{-S}S^n/n!$. Here $S=g^2$ is the Huang–Rhys factor and $g$ the displacement in units of $\sqrt{2\hbar/(M\omega)}$, for a mode of mass $M$ and frequency $\omega$. The first excited shifted state has the ground-state amplitudes multiplied by $-g(1-n/S)$. The overlap of the two states is therefore

$$-g\sum_n P(n)\Bigl(1-\frac nS\Bigr)=-g\,(1-1)=0 .$$

The mean of $n$ is $S$ because $nP(n)=S\,P(n-1)$: a factor $n$ lowers the argument of the Poisson weight by one. The parts below extend this argument to all pairs of levels.

The model is one harmonic mode with the same frequency in both electronic states. Within it, the squared overlaps between unshifted and shifted levels are the Franck–Condon factors of a vibronic spectrum.

## Polynomials, weight and states

```lean
import Mathlib

namespace DisplacedOscillatorOverlaps

noncomputable section
```

For $S\neq0$, define

$$C_m(n)=\sum_{k=0}^{m}\binom mk(-1)^k k!\binom nk S^{-k}.$$

These are the Charlier polynomials; many texts write the same overlaps with associated Laguerre polynomials. In Lean, $C_m(n)$ is `C S m n`.

```lean
/-- The polynomial `C_m(n)` of the Franck-Condon overlaps at Huang-Rhys factor `S ≠ 0`. -/
def C (S : ℝ) (m n : ℕ) : ℝ :=
  ∑ k ∈ Finset.range (m + 1),
    (m.choose k : ℝ) * (-1) ^ k * (k.factorial : ℝ) * (n.choose k : ℝ) / S ^ k
```

The weight $P(n)$ is `poisson S n`.

```lean
/-- The Poisson weight `exp(-S) S^n / n!`. -/
def poisson (S : ℝ) (n : ℕ) : ℝ := Real.exp (-S) * S ^ n / (n.factorial : ℝ)
```

A state is a sequence of real number-basis amplitudes, of type `ℕ → ℝ`. The creation operator $a^\dagger$ sends amplitudes $c(n)$ to $\sqrt{n+1}\,c(n)$ at position $n+1$, and to zero at position $0$.

```lean
/-- The creation operator acting on number-basis amplitudes. -/
def create (c : ℕ → ℝ) : ℕ → ℝ
  | 0 => 0
  | n + 1 => √((n : ℝ) + 1) * c n
```

Write $A_m(n)$ for `displaced g m n`, the overlap of the $n$-th unshifted with the $m$-th shifted state. The ground state is $A_0(n)=e^{-g^2/2}g^n/\sqrt{n!}$, and each further level is obtained by applying $(a^\dagger-g)/\sqrt{m+1}$.

```lean
/-- Number-basis amplitudes of the `m`-th displaced oscillator state: a coherent state of real
amplitude `g`, excited `m` times by the shifted creation operator `a† - g`. -/
def displaced (g : ℝ) : ℕ → ℕ → ℝ
  | 0 => fun n => Real.exp (-g ^ 2 / 2) * g ^ n / √(n.factorial : ℝ)
  | m + 1 => fun n => (create (displaced g m) n - g * displaced g m n) / √((m : ℝ) + 1)
```

No Hamiltonian appears in the code. That these sequences are the eigenstates of the shifted oscillator $\hbar\omega(a^\dagger-g)(a-g)$, with $a$ the annihilation operator and $\omega$ the mode frequency, is a standard fact that is not proved here.

## (a) Exchanging the two quantum numbers

Show that

$$C_m(n)=C_n(m).$$

**Solution.** The summand is symmetric in $m$ and $n$; only the upper limit is not. Since $\binom mk=0$ for $k>m$, the sum may run to $m+n$ without changing its value, and the same holds with $m$ and $n$ exchanged. The two sums then agree term by term. In Lean, `ext` performs this extension.

```lean
/-- The polynomials are unchanged when the two vibrational quantum numbers are exchanged. -/
theorem C_symm (S : ℝ) (m n : ℕ) : C S m n = C S n m := by
  -- both sums extend to a common range, since the binomials vanish there
  have ext : ∀ a b : ℕ, C S a b = ∑ k ∈ Finset.range (a + b + 1),
      (a.choose k : ℝ) * (-1) ^ k * (k.factorial : ℝ) * (b.choose k : ℝ) / S ^ k := by
    intro a b
    apply Finset.sum_subset
    · intro k hk
      simp only [Finset.mem_range] at *
      omega
    · intro k _ hk
      have h : a < k := by
        simp only [Finset.mem_range] at hk
        omega
      rw [Nat.choose_eq_zero_of_lt h]
      simp
  rw [ext m n, ext n m, add_comm n m]
  refine Finset.sum_congr rfl fun k _ => ?_
  ring
```

## (b) Adding a quantum to the argument

Show that

$$C_{m+1}(n+1)=C_{m+1}(n)-\frac{m+1}{S}\,C_m(n).$$

**Solution.** Subtract the two sums. The $k=0$ terms cancel. In the term with index $k+1$, Pascal's rule gives $\binom{n+1}{k+1}-\binom n{k+1}=\binom nk$, so the difference is

$$\sum_{k=0}^{m}\binom{m+1}{k+1}(-1)^{k+1}(k+1)!\binom nk S^{-k-1}.$$

With $(k+1)\binom{m+1}{k+1}=(m+1)\binom mk$ this becomes $-\frac{m+1}{S}C_m(n)$. The Lean proof splits off the $k=0$ terms with `Finset.sum_range_succ'` and uses the binomial identity as `h`.

```lean
/-- Adding one quantum to `n` changes `C_(m+1)` by `-(m+1)/S` times `C_m`. -/
theorem C_difference (S : ℝ) (m n : ℕ) :
    C S (m + 1) (n + 1) = C S (m + 1) n - ((m : ℝ) + 1) / S * C S m n := by
  unfold C
  rw [Finset.sum_range_succ' _ (m + 1), Finset.sum_range_succ' _ (m + 1), Finset.mul_sum,
    add_sub_right_comm, ← Finset.sum_sub_distrib]
  congr 1
  · refine Finset.sum_congr rfl fun k _ => ?_
    have h : ((m : ℝ) + 1) * (m.choose k : ℝ) = ((m + 1).choose (k + 1) : ℝ) * ((k : ℝ) + 1) := by
      exact_mod_cast Nat.add_one_mul_choose_eq m k
    -- Pascal's rule in `n`
    rw [Nat.choose_succ_succ' n k, Nat.factorial_succ]
    push_cast
    linear_combination ((-1) ^ k * (k.factorial : ℝ) * (n.choose k : ℝ) / (S ^ k * S)) * h
  · simp
```

## (c) Raising the degree

Show that

$$C_{m+1}(n+1)=C_m(n+1)-\frac{n+1}{S}\,C_m(n).$$

**Solution.** By (a), the left side is $C_{n+1}(m+1)$. By (b) with $m$ and $n$ exchanged, it equals $C_{n+1}(m)-\frac{n+1}{S}C_n(m)$. Applying (a) to both terms gives the claim, and the Lean proof makes the same rewrites.

```lean
/-- The recursion that raises the degree `m` by one. -/
theorem C_raise (S : ℝ) (m n : ℕ) :
    C S (m + 1) (n + 1) = C S m (n + 1) - ((n : ℝ) + 1) / S * C S m n := by
  rw [C_symm S (m + 1), C_difference, C_symm S (n + 1) m, C_symm S n m]
```

## (d) Convergence

For $S>0$, show that

$$\sum_n P(n)\,C_m(n)\,C_l(n)\quad\text{converges.}$$

**Solution.** Since $\binom nk\le2^n$, we have $|C_m(n)|\le K_m2^n$ with $K_m=\sum_{k\le m}\binom mk k!\,S^{-k}$. Each term is then bounded in magnitude by

$$e^{-S}K_mK_l\,\frac{(4S)^n}{n!},$$

which is a multiple of a term of the exponential series. In Lean, `bound` supplies the constants and `Summable.of_norm_bounded` makes the comparison.

```lean
/-- For `S > 0` the Poisson-weighted series of a product of two such polynomials converges. -/
theorem summable_C {S : ℝ} (hS : 0 < S) (m l : ℕ) :
    Summable fun n => poisson S n * C S m n * C S l n := by
  -- each polynomial grows at most like `2 ^ n`
  have bound : ∀ m : ℕ, ∃ K : ℝ, ∀ n, |C S m n| ≤ K * 2 ^ n := by
    intro m
    refine ⟨∑ k ∈ Finset.range (m + 1),
      |(m.choose k : ℝ) * (-1) ^ k * (k.factorial : ℝ) / S ^ k|, fun n => ?_⟩
    unfold C
    rw [Finset.sum_mul]
    refine (Finset.abs_sum_le_sum_abs _ _).trans (Finset.sum_le_sum fun k _ => ?_)
    have h : (n.choose k : ℝ) ≤ 2 ^ n := by exact_mod_cast Nat.choose_le_two_pow ..
    rw [mul_div_right_comm, abs_mul, Nat.abs_cast]
    exact mul_le_mul_of_nonneg_left h (abs_nonneg _)
  obtain ⟨K, hK⟩ := bound m
  obtain ⟨L, hL⟩ := bound l
  refine Summable.of_norm_bounded
    (g := fun n : ℕ => Real.exp (-S) * K * L * ((4 * S) ^ n / (n.factorial : ℝ)))
    ((Real.summable_pow_div_factorial (4 * S)).mul_left _) (fun n => ?_)
  have hw : 0 ≤ poisson S n := by
    unfold poisson
    positivity
  have h4 : (4 : ℝ) ^ n = 2 ^ n * 2 ^ n := by
    rw [← mul_pow]
    norm_num
  calc ‖poisson S n * C S m n * C S l n‖
      = poisson S n * (|C S m n| * |C S l n|) := by
        rw [Real.norm_eq_abs, abs_mul, abs_mul, abs_of_nonneg hw, mul_assoc]
    _ ≤ poisson S n * ((K * 2 ^ n) * (L * 2 ^ n)) :=
        mul_le_mul_of_nonneg_left (mul_le_mul (hK n) (hL n) (abs_nonneg _)
          ((abs_nonneg _).trans (hK n))) hw
    _ = Real.exp (-S) * K * L * ((4 * S) ^ n / (n.factorial : ℝ)) := by
        unfold poisson
        rw [mul_pow, h4]
        ring
```

## (e) Summation by parts

Let $S>0$ and let $f$ be a real function of $n$. Assume that $\sum_nP(n)C_m(n)f(n)$ converges absolutely and that the right-hand series below converges absolutely, with sum $v$. Show that the left-hand series also converges absolutely, with the same sum $v$:

$$\sum_nP(n)C_{m+1}(n)f(n)=\sum_nP(n)C_m(n)\,[f(n)-f(n+1)].$$

**Solution.** Insert (c) into the term at $n+1$ and use $P(n+1)(n+1)/S=P(n)$:

$$\begin{aligned}P(n+1)C_{m+1}(n+1)f(n+1)={}&P(n+1)C_m(n+1)f(n+1)-P(n)C_m(n)f(n)\\&+P(n)C_m(n)[f(n)-f(n+1)].\end{aligned}$$

Summed over $n\ge0$, the first two terms on the right leave $-P(0)C_m(0)f(0)$ and the last gives $v$. The missing left-hand term at zero is $P(0)C_{m+1}(0)f(0)$. Since $C_j(0)=1$ for every $j$, it cancels the remainder.

The two assumptions are `hG` and `h`. The term identity is checked by `linear_combination`, and `key` restores the term at zero.

```lean
/-- Summation by parts for `S > 0`: under the Poisson weight, `C_(m+1)` against `f` equals `C_m`
against `f(n) - f(n+1)`, provided the series of `C_m` against each of these two functions converges
absolutely. -/
theorem poisson_by_parts {S : ℝ} (hS : 0 < S) (m : ℕ) (f : ℕ → ℝ) {v : ℝ}
    (hG : Summable fun n => poisson S n * C S m n * f n)
    (h : HasSum (fun n => poisson S n * C S m n * (f n - f (n + 1))) v) :
    HasSum (fun n => poisson S n * C S (m + 1) n * f n) v := by
  have h0 : ∀ j, C S j 0 = 1 := fun j => by rw [C_symm]; simp [C]
  have hs := (hasSum_nat_add_iff' 1).mpr hG.hasSum
  have hT : HasSum (fun n => poisson S (n + 1) * C S (m + 1) (n + 1) * f (n + 1))
      (v - poisson S 0 * C S m 0 * f 0) := by
    have ht : HasSum (fun n => poisson S (n + 1) * C S m (n + 1) * f (n + 1)
        - poisson S n * C S m n * f n + poisson S n * C S m n * (f n - f (n + 1))) _ :=
      (hs.sub hG.hasSum).add h
    convert ht using 1
    · funext n
      have hf : (n.factorial : ℝ) ≠ 0 := by positivity
      have hw : poisson S (n + 1) * (((n : ℝ) + 1) / S) = poisson S n := by
        unfold poisson
        rw [Nat.factorial_succ, pow_succ]
        push_cast
        field_simp
      rw [C_raise]
      linear_combination (-(C S m n * f (n + 1))) * hw
    · simp only [Finset.sum_range_one]
      ring
  -- restore the term `n = 0`
  have key : HasSum (fun n => poisson S n * C S (m + 1) n * f n)
      (v - poisson S 0 * C S m 0 * f 0
        + ∑ i ∈ Finset.range 1, poisson S i * C S (m + 1) i * f i) :=
    (hasSum_nat_add_iff (f := fun n => poisson S n * C S (m + 1) n * f n) 1).mp hT
  simpa only [Finset.sum_range_one, h0, sub_add_cancel] using key
```

## (f) Orthogonality under the Poisson weight

For $S>0$, show that

$$\sum_nP(n)\,C_m(n)\,C_l(n)=\frac{m!}{S^m}\,\delta_{ml}.$$

**Solution.** Call the sum $I_{m,l}$. The bound in (d) shows that it converges absolutely, as (e) requires. Since $C_0=1$, $I_{0,0}=\sum_nP(n)=1$. Taking $f=1$ in (e) gives $I_{m+1,0}=0$, and $I_{0,l+1}=0$ follows by exchanging the factors. Taking $f=C_{l+1}$, part (b) gives $f(n)-f(n+1)=\frac{l+1}{S}C_l(n)$, so

$$I_{m+1,l+1}=\frac{l+1}{S}\,I_{m,l}.$$

Induction on $m$, for all $l$ at once, finishes the proof: off the diagonal the zero is inherited, and on it $\frac{m+1}{S}\frac{m!}{S^m}=\frac{(m+1)!}{S^{m+1}}$. The normalised polynomials are thus $\sqrt{S^m/m!}\,C_m$.

The statement uses `HasSum`, which contains convergence as well as the value. An equation for Lean's infinite sum `∑'` would not by itself show convergence off the diagonal, because a series that is not summable gets the value $0$ there. For the present series part (d) rules that case out.

In the proof, `hz` is the case $I_{j+1,0}=0$, and `generalizing l` keeps $l$ free in the induction.

```lean
/-- For `S > 0` the Poisson-weighted series of `C_m C_l` converges to `m!/S^m` if `m = l` and to
zero otherwise. -/
theorem C_orthogonality {S : ℝ} (hS : 0 < S) (m l : ℕ) :
    HasSum (fun n => poisson S n * C S m n * C S l n)
      (if m = l then (m.factorial : ℝ) / S ^ m else 0) := by
  have h0 : ∀ n, C S 0 n = 1 := fun n => by simp [C]
  have hz : ∀ j, HasSum (fun n => poisson S n * C S (j + 1) n * C S 0 n) 0 := by
    intro j
    apply poisson_by_parts hS j (C S 0) (summable_C hS j 0)
    simp only [h0, sub_self, mul_zero]
    exact hasSum_zero
  induction m generalizing l with
  | zero =>
    cases l with
    | zero =>
      -- normalisation of the Poisson distribution
      have he : HasSum (fun n : ℕ => S ^ n / (n.factorial : ℝ)) (Real.exp S) := by
        rw [Real.exp_eq_exp_ℝ, NormedSpace.exp_eq_tsum_div]
        exact (Real.summable_pow_div_factorial S).hasSum
      have h : HasSum (fun n : ℕ => Real.exp (-S) * (S ^ n / (n.factorial : ℝ)))
          (Real.exp (-S) * Real.exp S) := he.mul_left _
      convert h using 1
      · funext n
        simp only [h0, poisson]
        ring
      · rw [← Real.exp_add]
        simp
    | succ l =>
      rw [if_neg (by omega : ¬ (0 = l + 1))]
      convert hz l using 1
      funext n
      ring
  | succ m ih =>
    cases l with
    | zero =>
      rw [if_neg (by omega : ¬ (m + 1 = 0))]
      exact hz m
    | succ l =>
      -- remove one quantum from each factor
      apply poisson_by_parts hS m (C S (l + 1)) (summable_C hS m (l + 1))
      have h : HasSum (fun n => ((l : ℝ) + 1) / S * (poisson S n * C S m n * C S l n))
          (((l : ℝ) + 1) / S * (if m = l then (m.factorial : ℝ) / S ^ m else 0)) :=
        (ih l).mul_left _
      convert h using 1
      · funext n
        rw [C_difference]
        ring
      · by_cases hml : m = l
        · subst hml
          rw [if_pos rfl, if_pos rfl, Nat.factorial_succ, pow_succ]
          push_cast
          field_simp
        · simp [hml]
```

## (g) Closed form of the overlaps

For $g\ne0$ and $S=g^2$, show that

$$A_m(n)=(-1)^m e^{-g^2/2}\,\frac{g^{m+n}}{\sqrt{m!\,n!}}\,C_m(n).$$

**Solution.** Use induction on $m$. For $m=0$ this is the definition, as $C_0=1$. At $n=0$ the creation operator contributes nothing, so $A_{m+1}(0)=-gA_m(0)/\sqrt{m+1}$, which agrees with the formula because $C_j(0)=1$. At $n+1$,

$$A_{m+1}(n+1)=\frac{\sqrt{n+1}\,A_m(n)-g\,A_m(n+1)}{\sqrt{m+1}}.$$

Insert the formula for $A_m$ and use $\sqrt{n+1}/\sqrt{n!}=(n+1)/\sqrt{(n+1)!}$:

$$A_{m+1}(n+1)=\frac{(-1)^{m+1}e^{-g^2/2}g^{m+n+2}}{\sqrt{(m+1)!\,(n+1)!}}\Bigl[C_m(n+1)-\frac{n+1}{g^2}C_m(n)\Bigr].$$

By (c) the bracket is $C_{m+1}(n+1)$. The Lean proof has the same three cases; `hq` and `hc` handle the square root and the cancellation of $g^2$.

```lean
/-- For `g ≠ 0` the overlap of the `n`-th undisplaced with the `m`-th displaced state is given by
`C_m(n)` at `S = g^2`, multiplied by an explicit prefactor. -/
theorem displaced_eq {g : ℝ} (hg : g ≠ 0) (m n : ℕ) :
    displaced g m n = (-1) ^ m * Real.exp (-g ^ 2 / 2) * g ^ (m + n)
      / (√(m.factorial : ℝ) * √(n.factorial : ℝ)) * C (g ^ 2) m n := by
  have hf : ∀ k : ℕ, √((k + 1).factorial : ℝ) = √((k : ℝ) + 1) * √(k.factorial : ℝ) := by
    intro k
    rw [Nat.factorial_succ]
    push_cast
    exact Real.sqrt_mul (by positivity) _
  have h0 : ∀ j, C (g ^ 2) j 0 = 1 := fun j => by rw [C_symm]; simp [C]
  induction m generalizing n with
  | zero => simp [displaced, C]
  | succ m ih =>
    cases n with
    | zero =>
      simp only [displaced, create, ih, h0, hf]
      ring
    | succ n =>
      have hq : √((n : ℝ) + 1) = ((n : ℝ) + 1) * (√((n : ℝ) + 1))⁻¹ := by
        rw [← div_eq_mul_inv, Real.div_sqrt]
      have hc : g ^ 2 * (g ^ 2)⁻¹ = 1 := mul_inv_cancel₀ (pow_ne_zero 2 hg)
      simp only [displaced, create, ih, C_raise, hf]
      linear_combination ((-1) ^ m * Real.exp (-g ^ 2 / 2) * g ^ (m + n) * C (g ^ 2) m n
          / (√(m.factorial : ℝ) * √(n.factorial : ℝ) * √((m : ℝ) + 1)))
        * (hq - ((n : ℝ) + 1) * (√((n : ℝ) + 1))⁻¹ * hc)
```

## (h) Orthonormality of the shifted states

For $g\neq0$, show that

$$\sum_nA_m(n)\,A_l(n)=\delta_{ml}.$$

**Solution.** By (g), with $S=g^2$,

$$A_m(n)A_l(n)=\frac{(-1)^{m+l}g^{m+l}}{\sqrt{m!\,l!}}\,P(n)\,C_m(n)\,C_l(n).$$

Part (f) makes the sum zero for $m\ne l$. For $m=l$ it gives $\frac{g^{2m}}{m!}\cdot\frac{m!}{g^{2m}}=1$. In Lean the prefactor is `c`, and `h` is part (f) multiplied by it. For $g=0$ the shifted states are the number states themselves, which are orthonormal too; the proof leaves this case out because it divides by $S$.

For this single mode of unchanged frequency, the case $m=l$ says that the Franck–Condon factors from one shifted level to all unshifted levels sum to one. If only some of the unshifted levels are kept as a basis, the sum of the exact $A_m(n)^2$ over these levels falls short of one by the weight of the exact shifted level outside the basis. An eigenvector obtained by diagonalising a Hamiltonian in the truncated basis does not show this shortfall, because it is normalised within that basis.

```lean
/-- For `g ≠ 0` the displaced oscillator states are orthonormal. -/
theorem displaced_orthonormal {g : ℝ} (hg : g ≠ 0) (m l : ℕ) :
    HasSum (fun n => displaced g m n * displaced g l n) (if m = l then 1 else 0) := by
  have he : Real.exp (-g ^ 2) = Real.exp (-g ^ 2 / 2) * Real.exp (-g ^ 2 / 2) := by
    rw [← Real.exp_add]
    congr 1
    ring
  let c : ℝ := (-1) ^ (m + l) * g ^ (m + l) / (√(m.factorial : ℝ) * √(l.factorial : ℝ))
  have h : HasSum (fun n => c * (poisson (g ^ 2) n * C (g ^ 2) m n * C (g ^ 2) l n))
      (c * (if m = l then (m.factorial : ℝ) / (g ^ 2) ^ m else 0)) :=
    (C_orthogonality (by positivity) m l).mul_left _
  convert h using 1
  · funext n
    have hn : (√(n.factorial : ℝ))⁻¹ * (√(n.factorial : ℝ))⁻¹ = (n.factorial : ℝ)⁻¹ := by
      rw [← mul_inv, Real.mul_self_sqrt (by positivity)]
    simp only [c]
    rw [displaced_eq hg, displaced_eq hg, poisson, he]
    linear_combination ((-1) ^ m * (-1) ^ l * Real.exp (-g ^ 2 / 2) * Real.exp (-g ^ 2 / 2)
      * g ^ (m + l) * (g ^ 2) ^ n / (√(m.factorial : ℝ) * √(l.factorial : ℝ))
      * C (g ^ 2) m n * C (g ^ 2) l n) * hn
  · by_cases hml : m = l
    · subst hml
      have h1 : (-1 : ℝ) ^ (m + m) = 1 := by
        rw [← two_mul, pow_mul]
        norm_num
      have h2 : g ^ (m + m) = (g ^ 2) ^ m := by rw [← pow_mul, two_mul]
      have h3 : (m.factorial : ℝ) ≠ 0 := by positivity
      simp only [c, if_true]
      rw [h1, h2, Real.mul_self_sqrt (by positivity)]
      field_simp
    · simp [hml]

end

end DisplacedOscillatorOverlaps
```

```lean
#print axioms DisplacedOscillatorOverlaps.displaced_orthonormal
-- 'DisplacedOscillatorOverlaps.displaced_orthonormal' depends on axioms: [propext, Classical.choice, Quot.sound]
```
